# The Coulomb kernel on a ball of volume Ω/N and the N^(-1/3) error of omitting it

Let \(B\) be the ball about the origin of three-dimensional momentum space with volume \(\Omega/N\), where \(\Omega>0\) and \(N\ge 1\) is an integer. Then \(1/\|q\|^2\) is integrable on \(B\), and

\[
\int_B \frac{d^3q}{\|q\|^2} = 4\pi\left(\frac{3\Omega}{4\pi N}\right)^{1/3}.
\]

Removing \(B\) from a bounded region that contains it therefore lowers the integral of the kernel by exactly \(4\pi\,(3\Omega/4\pi)^{1/3}N^{-1/3}\). If the kernel is multiplied by a continuous function \(f\), the same power of \(N\) governs the error for large \(N\), provided that \(f(0)\neq 0\).

In periodic exact-exchange calculations, \(\Omega\) is the volume of the Brillouin zone, \(N\) is the number of mesh points, and \(B\) stands for the cell around the divergent term \(q=0\). The result gives the size of the contribution lost with that term in a model where the cell is a ball and the rest of the region is integrated exactly.

## From the volume of the cell to the error

Let \(R_N\) be the radius of \(B\). Since \(\tfrac{4\pi}{3}R_N^3=\Omega/N\),

\[
R_N=\left(\frac{3\Omega}{4\pi N}\right)^{1/3}=c\,N^{-1/3},\qquad c=\left(\frac{3\Omega}{4\pi}\right)^{1/3}.
\]

For any radius \(R\ge 0\), spherical coordinates give

\[
\int_{\|q\|<R}\frac{d^3q}{\|q\|^2}=4\pi\int_0^R r^2\,\frac{1}{r^2}\,dr=4\pi R .
\]

The Jacobian \(r^2\) cancels the singularity. The integrand is nonnegative and its integral is finite, so it is integrable. Setting \(R=R_N\) gives the stated value.

Now let \(S\) be a bounded region containing \(B\). The integral over \(S\) is the sum of the integrals over \(B\) and over \(S\setminus B\), so the omission error is the integral over \(B\), namely \(4\pi R_N=4\pi c\,N^{-1/3}\).

With a continuous form factor \(f\), write \(I(R)=\int_{\|q\|<R} f(q)/\|q\|^2\,d^3q\). Given \(\varepsilon>0\), put \(\eta=\varepsilon/(8\pi)\) and choose \(\delta>0\) such that \(|f(q)-f(0)|<\eta\) whenever \(\|q\|<\delta\). For \(0<R<\delta\),

\[
|I(R)-4\pi R f(0)|=\left|\int_{\|q\|<R}\frac{f(q)-f(0)}{\|q\|^2}\,d^3q\right|\le \eta\cdot 4\pi R=\frac{\varepsilon}{2}R .
\]

Dividing by \(R\) shows that \(I(R)/R\to 4\pi f(0)\) as \(R\to 0^+\). If \(S\) is a bounded neighbourhood of the origin, it contains the cell once \(N\) is large enough, and the omission error is then \(I(R_N)\). Because \(N^{1/3}R_N=c\),

\[
N^{1/3}I(R_N)=c\,\frac{I(R_N)}{R_N}\longrightarrow 4\pi c\,f(0).
\]

## Momentum space, kernel and cell

```lean
import Mathlib

open MeasureTheory Metric Filter Topology Real

noncomputable section

namespace CoulombSingularCell
```

Momentum space is the Euclidean space of three real coordinates, and `volume` is its Lebesgue measure. No factor of \((2\pi)^{-3}\) is included.

```lean
/-- Three-dimensional momentum space. -/
abbrev Momentum := EuclideanSpace ℝ (Fin 3)
```

The kernel is the bare \(1/\|q\|^2\), without the \(4\pi\) or the charges of the physical Coulomb interaction. Lean assigns it the value 0 at \(q=0\), a single point that does not affect any of the integrals.

```lean
/-- The Coulomb kernel `1/‖q‖²` in momentum space, for `q ≠ 0`. -/
def coulombKernel (q : Momentum) : ℝ := 1 / ‖q‖ ^ 2
```

The radius \(R_N\) is `cellRadius Ω N`.

```lean
/-- The radius `(3Ω/(4πN))^(1/3)` assigned to a zone volume `Ω > 0` and `N ≥ 1` mesh points. -/
def cellRadius (Ω : ℝ) (N : ℕ) : ℝ := (3 * Ω / (4 * π * N)) ^ (1 / 3 : ℝ)
```

The kernel, cut off at radius \(R\), is also needed as a function of one real variable.

```lean
/-- The radial profile `1/r²` cut off at radius `R`, for `r ≠ 0`. -/
def radialProfile (R : ℝ) : ℝ → ℝ := (Set.Iio R).indicator (fun r => 1 / r ^ 2)
```

The actual cell of a mesh is usually a parallelepiped or another polyhedron; here it is replaced by a ball of equal volume. The error of replacing the integral over the remaining region by a finite sum is not treated either.

## The radius fixed by the volume

The first theorem is the familiar volume formula, with `volume.real` giving the measure as a real number.

```lean
/-- A ball of radius `R` in momentum space has volume `4πR³/3`. -/
theorem volume_ball_real {R : ℝ} (hR : 0 ≤ R) :
    volume.real (ball (0 : Momentum) R) = 4 * π / 3 * R ^ 3 := by
  rw [measureReal_def, EuclideanSpace.volume_ball_fin_three, ENNReal.toReal_mul,
    ENNReal.toReal_pow, ENNReal.toReal_ofReal hR, ENNReal.toReal_ofReal (by positivity)]
  ring
```

The next theorem justifies the definition of `cellRadius`: a ball has volume \(\Omega/N\) if and only if its radius has that value. From left to right, a radius \(R\le 0\) is excluded because its ball is empty while \(\Omega/N\) is positive. The factor \(4\pi/3\) is then cancelled, and equal cubes of nonnegative numbers have equal roots. The other direction is substitution.

```lean
/-- A ball about the origin has volume `Ω/N` exactly when its radius is `(3Ω/(4πN))^(1/3)`. -/
theorem volume_eq_iff_radius {Ω R : ℝ} {N : ℕ} (hΩ : 0 < Ω) (hN : 1 ≤ N) :
    volume.real (ball (0 : Momentum) R) = Ω / N ↔ R = cellRadius Ω N := by
  have hN' : (0 : ℝ) < N := by exact_mod_cast hN
  have hc : 0 < cellRadius Ω N := by unfold cellRadius; positivity
  have hcube : cellRadius Ω N ^ 3 = 3 * Ω / (4 * π * N) := by
    unfold cellRadius
    rw [← Real.rpow_natCast, ← Real.rpow_mul (by positivity)]
    norm_num
  have hvol : 4 * π / 3 * cellRadius Ω N ^ 3 = Ω / N := by
    rw [hcube]
    field_simp
  constructor
  · intro h
    have hR : 0 < R := by
      by_contra hneg
      rw [ball_eq_empty.2 (not_lt.1 hneg), measureReal_empty] at h
      have : 0 < Ω / N := by positivity
      linarith
    rw [volume_ball_real hR.le, ← hvol] at h
    have h3 : R ^ 3 = cellRadius Ω N ^ 3 := mul_left_cancel₀ (by positivity) h
    exact (pow_left_inj₀ hR.le hc.le (by norm_num)).1 h3
  · rintro rfl
    rw [volume_ball_real hc.le, hvol]
```

## Radial integration without angles

The proof turns on Mathlib's theorem `integral_fun_norm_addHaar`. For a function that depends on \(q\) only through its norm, in a space of dimension \(d\) with unit ball \(B_1\), it states

\[
\int g(\|q\|)\,dq = d\,\operatorname{vol}(B_1)\int_0^\infty r^{d-1}g(r)\,dr .
\]

No angular coordinates are introduced. The area \(4\pi\) of the unit sphere appears as \(3\cdot\tfrac{4\pi}{3}\), so the volume of the unit ball is the only geometric input. A companion theorem, `integrable_fun_norm_addHaar`, says that \(g(\|q\|)\) is integrable exactly when \(r^{d-1}g(r)\) is integrable on \((0,\infty)\).

To apply either theorem, the integral over a ball must become an integral over the whole space. Extending the kernel by zero outside the ball achieves this, and the result depends on the norm alone.

```lean
lemma indicator_kernel (R : ℝ) :
    (ball (0 : Momentum) R).indicator coulombKernel = fun q => radialProfile R ‖q‖ := by
  ext q
  simp [Set.indicator, coulombKernel, radialProfile]
```

The cancellation of \(r^2\) against \(1/r^2\) is stated for \(r>0\). The exponent `Module.finrank ℝ Momentum - 1` equals 2, and what remains is 1 below \(R\) and 0 from \(R\) onwards.

```lean
/-- The radial Jacobian `r²` cancels the Coulomb singularity, leaving a step function. -/
theorem jacobian_cancels (R : ℝ) :
    Set.EqOn (fun y : ℝ => y ^ (Module.finrank ℝ Momentum - 1) • radialProfile R y)
      ((Set.Iio R).indicator (fun _ => (1 : ℝ))) (Set.Ioi 0) := by
  intro y hy
  have hy0 : y ≠ 0 := ne_of_gt hy
  simp only [finrank_euclideanSpace_fin]
  by_cases h : y < R <;> simp [radialProfile, Set.indicator, h, hy0]
```

Integrability on the ball is thereby reduced to integrability of a constant on the interval \((0,R)\), which lies in a compact interval.

```lean
/-- The Coulomb kernel is integrable on every ball about the origin. -/
theorem kernel_integrableOn_ball (R : ℝ) :
    IntegrableOn coulombKernel (ball (0 : Momentum) R) := by
  rw [← integrable_indicator_iff measurableSet_ball, indicator_kernel]
  refine (integrable_fun_norm_addHaar (μ := volume) (f := radialProfile R)).2 ?_
  rw [integrableOn_congr_fun (jacobian_cancels R) measurableSet_Ioi, IntegrableOn,
    integrable_indicator_iff measurableSet_Iio, IntegrableOn,
    Measure.restrict_restrict measurableSet_Iio, Set.inter_comm, Set.Ioi_inter_Iio]
  exact (continuous_const.integrableOn_Icc (a := 0) (b := R)).mono_set Set.Ioo_subset_Icc_self
```

For the value, the radial integral equals \(R\), and the prefactor \(3\cdot\tfrac{4\pi}{3}\) turns it into \(4\pi R\).

```lean
/-- The integral of the Coulomb kernel over a ball of radius `R` about the origin is `4πR`. -/
theorem integral_kernel_ball {R : ℝ} (hR : 0 ≤ R) :
    ∫ q in ball (0 : Momentum) R, coulombKernel q = 4 * π * R := by
  have h : ∫ q in ball (0 : Momentum) R, coulombKernel q
      = ∫ q : Momentum, radialProfile R ‖q‖ := by
    rw [← integral_indicator measurableSet_ball, indicator_kernel]
  have hI : ∫ y in Set.Ioi (0 : ℝ),
      y ^ (Module.finrank ℝ Momentum - 1) • radialProfile R y = R := by
    rw [setIntegral_congr_fun measurableSet_Ioi (jacobian_cancels R),
      setIntegral_indicator measurableSet_Iio, Set.Ioi_inter_Iio]
    simp [hR]
  rw [h, integral_fun_norm_addHaar volume (radialProfile R), hI,
    volume_ball_real zero_le_one, finrank_euclideanSpace_fin]
  simp only [nsmul_eq_mul, smul_eq_mul]
  push_cast
  ring
```

## The integral over the singular cell

The hypothesis `hB` says that the ball of radius `R` has volume \(\Omega/N\); the radius itself is derived from it. The conclusion joins integrability to the value of the integral, with the kernel and the radius written out in full. The proof obtains the radius from `volume_eq_iff_radius`, then applies `kernel_integrableOn_ball` and `integral_kernel_ball`.

```lean
/-- On the ball about the origin with volume `Ω/N`, the kernel `1/‖q‖²` is integrable and its
integral is `4π(3Ω/(4πN))^(1/3)`. -/
theorem singular_cell_integral {Ω R : ℝ} {N : ℕ} (hΩ : 0 < Ω) (hN : 1 ≤ N)
    (hB : volume.real (ball (0 : Momentum) R) = Ω / N) :
    IntegrableOn (fun q : Momentum => 1 / ‖q‖ ^ 2) (ball 0 R) ∧
      ∫ q in ball (0 : Momentum) R, 1 / ‖q‖ ^ 2
        = 4 * π * (3 * Ω / (4 * π * N)) ^ (1 / 3 : ℝ) := by
  have hR := (volume_eq_iff_radius hΩ hN).1 hB
  have hR0 : 0 ≤ R := by rw [hR]; unfold cellRadius; positivity
  refine ⟨kernel_integrableOn_ball R, (integral_kernel_ball hR0).trans ?_⟩
  rw [hR, cellRadius]
```

## The exact cost of leaving the cell out

The factor \(N^{-1/3}\) is first separated from the radius.

```lean
lemma cellRadius_scaling {Ω : ℝ} (hΩ : 0 < Ω) (N : ℕ) :
    cellRadius Ω N = (3 * Ω / (4 * π)) ^ (1 / 3 : ℝ) * (N : ℝ) ^ (-(1 / 3) : ℝ) := by
  rw [cellRadius, ← div_div, Real.div_rpow (by positivity) (by positivity),
    Real.rpow_neg (by positivity), div_eq_mul_inv]
```

Subtracting integrals requires integrability on the whole region. A bounded set lies in a closed ball, on which a continuous \(f\) is bounded and the kernel is integrable, so their product is integrable too.

```lean
lemma weighted_integrableOn {f : Momentum → ℝ} (hf : Continuous f) {S : Set Momentum}
    (hS : Bornology.IsBounded S) : IntegrableOn (fun q => f q * coulombKernel q) S := by
  obtain ⟨r, hr⟩ := (isBounded_iff_subset_closedBall 0).1 hS
  exact (IntegrableOn.continuousOn_mul hf.continuousOn
    ((kernel_integrableOn_ball (r + 1)).mono_set (closedBall_subset_ball (by linarith)))
    (isCompact_closedBall 0 r)).mono_set hr
```

Splitting the region into the cell and its complement then identifies the difference of the two integrals with the integral over the cell.

```lean
lemma omitted_part {f : Momentum → ℝ} (hf : Continuous f) {S : Set Momentum}
    (hS : Bornology.IsBounded S) {R : ℝ} (hB : ball 0 R ⊆ S) :
    (∫ q in S, f q * coulombKernel q) - ∫ q in S \ ball 0 R, f q * coulombKernel q
      = ∫ q in ball 0 R, f q * coulombKernel q := by
  have h := MeasureTheory.integral_inter_add_sdiff (measurableSet_ball (x := (0 : Momentum)) (ε := R))
    (weighted_integrableOn hf hS)
  rw [Set.inter_eq_self_of_subset_right hB] at h
  linarith
```

Taking \(f=1\) gives the exact error. It holds for every \(N\ge 1\) and every bounded `S` that contains the cell, whatever the shape of `S`.

```lean
/-- Omitting the ball of volume `Ω/N` from a bounded region containing it changes the integral
of the Coulomb kernel by exactly `4π(3Ω/(4π))^(1/3) N^(-1/3)`. -/
theorem omission_error {Ω R : ℝ} {N : ℕ} (hΩ : 0 < Ω) (hN : 1 ≤ N)
    (hV : volume.real (ball (0 : Momentum) R) = Ω / N) {S : Set Momentum}
    (hS : Bornology.IsBounded S) (hB : ball 0 R ⊆ S) :
    (∫ q in S, coulombKernel q) - ∫ q in S \ ball 0 R, coulombKernel q
      = 4 * π * (3 * Ω / (4 * π)) ^ (1 / 3 : ℝ) * (N : ℝ) ^ (-(1 / 3) : ℝ) := by
  have h := omitted_part (f := fun _ => 1) continuous_const hS hB
  simp only [one_mul] at h
  have hR := (volume_eq_iff_radius hΩ hN).1 hV
  have hR0 : 0 ≤ R := by rw [hR]; unfold cellRadius; positivity
  rw [h, integral_kernel_ball hR0, hR, cellRadius_scaling hΩ]
  ring
```

## A continuous form factor

In exchange integrals, \(f\) stands for the numerator that multiplies the kernel, such as the squared magnitude of the Fourier component at \(q\) of an orbital pair density. Its continuity on all of momentum space is assumed, which leaves out numerators with jumps, such as those a Fermi surface can produce.

The limit \(I(R)/R\to 4\pi f(0)\) is taken through positive radii, written `𝓝[>] 0`. The proof follows the estimate above: `hdiff` subtracts \(f(0)\) under the integral, `hb` bounds the remainder by \(\eta\cdot 4\pi R\), and `hhalf` identifies this bound with \(\varepsilon R/2\). After multiplication by \(R\), the required inequality is \(\varepsilon R/2<\varepsilon R\).

```lean
/-- For a continuous form factor `f`, the integral of `f(q)/‖q‖²` over a ball of radius `R`
about the origin, divided by `R`, tends to `4π f(0)` as `R` shrinks to zero. -/
theorem small_ball_limit {f : Momentum → ℝ} (hf : Continuous f) :
    Tendsto (fun R : ℝ => (∫ q in ball 0 R, f q * coulombKernel q) / R)
      (𝓝[>] 0) (𝓝 (4 * π * f 0)) := by
  rw [Metric.tendsto_nhdsWithin_nhds]
  intro ε hε
  obtain ⟨η, hη, he⟩ : ∃ η : ℝ, 0 < η ∧ η * (8 * π) = ε :=
    ⟨ε / (8 * π), by positivity, div_mul_cancel₀ _ (by positivity)⟩
  obtain ⟨δ, hδ, h⟩ := Metric.continuousAt_iff.1 (hf.continuousAt (x := 0)) η hη
  refine ⟨δ, hδ, fun R hR hd => ?_⟩
  replace hR : 0 < R := hR
  rw [Real.dist_eq, sub_zero, abs_of_pos hR] at hd
  have hk := kernel_integrableOn_ball R
  -- subtract the value of the form factor at the singularity
  have hdiff : (∫ q in ball 0 R, f q * coulombKernel q) - f 0 * (4 * π * R)
      = ∫ q in ball 0 R, (f q - f 0) * coulombKernel q := by
    rw [← integral_kernel_ball hR.le, ← integral_const_mul,
      ← integral_sub (weighted_integrableOn hf isBounded_ball) (hk.const_mul _)]
    simp only [sub_mul]
  have hb : ‖∫ q in ball 0 R, (f q - f 0) * coulombKernel q‖ ≤ η * (4 * π * R) := by
    rw [← integral_kernel_ball hR.le, ← integral_const_mul]
    refine norm_integral_le_of_norm_le (hk.const_mul _) ?_
    filter_upwards [ae_restrict_mem measurableSet_ball] with q hq
    have hq0 : 0 ≤ coulombKernel q := by unfold coulombKernel; positivity
    rw [norm_mul, Real.norm_of_nonneg hq0]
    refine mul_le_mul_of_nonneg_right ?_ hq0
    rw [← dist_eq_norm]
    exact (h ((mem_ball.1 hq).trans hd)).le
  have hquot : (∫ q in ball 0 R, f q * coulombKernel q) / R - 4 * π * f 0
      = ((∫ q in ball 0 R, f q * coulombKernel q) - f 0 * (4 * π * R)) / R := by
    rw [eq_div_iff hR.ne', sub_mul, div_mul_cancel₀ _ hR.ne']
    ring
  rw [Real.dist_eq, hquot, abs_div, abs_of_pos hR, div_lt_iff₀ hR, hdiff, ← Real.norm_eq_abs]
  have hhalf : η * (4 * π * R) = ε / 2 * R := by linear_combination (R / 2) * he
  have hpos : 0 < ε * R := mul_pos hε hR
  linarith
```

In the last theorem, `S ∈ 𝓝 0` says that `S` is a neighbourhood of the origin. The cell need not fit inside `S` for small \(N\), but the limit depends only on large \(N\), where it does. The proof shows that `cellRadius Ω N` tends to zero through positive values, inserts it into the previous limit, and uses `hc`, the identity \(R_N N^{1/3}=c\), to match the two expressions. When \(f(0)\neq 0\) the limit is nonzero, so the exponent \(-1/3\) is sharp; when \(f(0)=0\) the error decays faster than \(N^{-1/3}\).

```lean
/-- With a continuous form factor `f`, the error from omitting the cell of volume `Ω/N` from a
bounded neighbourhood of the origin, times `N^(1/3)`, tends to `4π(3Ω/(4π))^(1/3) f(0)`. -/
theorem omission_error_asymptotics {Ω : ℝ} (hΩ : 0 < Ω) {f : Momentum → ℝ}
    (hf : Continuous f) {S : Set Momentum} (hS : Bornology.IsBounded S) (h0 : S ∈ 𝓝 0) :
    Tendsto (fun N : ℕ => (N : ℝ) ^ (1 / 3 : ℝ) * ((∫ q in S, f q * coulombKernel q)
        - ∫ q in S \ ball 0 (cellRadius Ω N), f q * coulombKernel q))
      atTop (𝓝 ((3 * Ω / (4 * π)) ^ (1 / 3 : ℝ) * (4 * π * f 0))) := by
  have hpos : ∀ N : ℕ, 1 ≤ N → 0 < cellRadius Ω N := by
    intro N hN
    have hN' : (0 : ℝ) < N := by exact_mod_cast hN
    unfold cellRadius
    positivity
  -- the cell shrinks to the origin as the mesh is refined
  have hr0 : Tendsto (fun N : ℕ => cellRadius Ω N) atTop (𝓝 0) := by
    have h := ((tendsto_rpow_neg_atTop (by norm_num : (0 : ℝ) < 1 / 3)).comp
      (tendsto_natCast_atTop_atTop (R := ℝ))).const_mul ((3 * Ω / (4 * π)) ^ (1 / 3 : ℝ))
    rw [mul_zero] at h
    exact h.congr fun N => (cellRadius_scaling hΩ N).symm
  have hr : Tendsto (fun N : ℕ => cellRadius Ω N) atTop (𝓝[>] 0) :=
    tendsto_nhdsWithin_iff.2 ⟨hr0, (eventually_ge_atTop 1).mono hpos⟩
  obtain ⟨ε, hε, hball⟩ := Metric.mem_nhds_iff.1 h0
  refine (((small_ball_limit hf).comp hr).const_mul _).congr' ?_
  filter_upwards [eventually_ge_atTop 1, hr0.eventually (Iio_mem_nhds hε)] with N hN hlt
  have hN' : (0 : ℝ) < N := by exact_mod_cast hN
  have hc : cellRadius Ω N * (N : ℝ) ^ (1 / 3 : ℝ) = (3 * Ω / (4 * π)) ^ (1 / 3 : ℝ) := by
    rw [cellRadius_scaling hΩ, mul_assoc, ← Real.rpow_add hN', neg_add_cancel,
      Real.rpow_zero, mul_one]
  rw [omitted_part hf hS ((ball_subset_ball (le_of_lt hlt)).trans hball), Function.comp_apply,
    ← hc, ← mul_div_assoc, div_eq_iff (hpos N hN).ne']
  ring

end CoulombSingularCell
```

```lean
#print axioms CoulombSingularCell.singular_cell_integral
#print axioms CoulombSingularCell.omission_error
#print axioms CoulombSingularCell.omission_error_asymptotics
```

```
'CoulombSingularCell.singular_cell_integral' depends on axioms: [propext, Classical.choice, Quot.sound]
'CoulombSingularCell.omission_error' depends on axioms: [propext, Classical.choice, Quot.sound]
'CoulombSingularCell.omission_error_asymptotics' depends on axioms: [propext, Classical.choice, Quot.sound]
```
